# The photon energies in a two-photon decay fill exactly the interval from $(E-\lVert P\rVert)/2$ to $(E+\lVert P\rVert)/2$

## Which energies can one photon have?

A particle of mass $M>0$ and momentum $P\in\mathbb R^3$ has energy $E=\sqrt{M^2+\lVert P\rVert^2}$ in units with $c=1$. If it decays into two photons, the possible energies of one photon form exactly the closed interval from $(E-\lVert P\rVert)/2$ to $(E+\lVert P\rVert)/2$. I can see why the endpoints are bounds, but I'd like a rigorous, machine-checked proof that every energy between them also occurs.

## Two triangle inequalities and a transverse momentum

Yes, and the proof below also covers $M=0$. Write $k,k'$ for the photon momenta and $p=\lVert P\rVert$. Conservation requires $k+k'=P$ and $\lVert k\rVert+\lVert k'\rVert=E$.

**Bounds.** Since $k=P-k'$,
$$\lVert k\rVert\le p+\lVert k'\rVert=p+E-\lVert k\rVert,$$
so $\lVert k\rVert\le(E+p)/2$. Likewise $E-\lVert k\rVert=\lVert k'\rVert\le p+\lVert k\rVert$ gives $\lVert k\rVert\ge(E-p)/2$.

**Every value occurs.** Let $w$ lie in the interval; then $w\ge(E-p)/2\ge0$. We need $\lVert k\rVert=w$ and $\lVert P-k\rVert=E-w$. Squaring the second condition and using $E^2-p^2=M^2$ gives
$$\langle P,k\rangle=s,\qquad s=wE-\tfrac{M^2}{2}.$$
This is compatible with Cauchy–Schwarz, because $M^2=(E-p)(E+p)$ yields
$$wp-s=(E-p)\Bigl(\tfrac{E+p}{2}-w\Bigr)\ge0,\qquad wp+s=(E+p)\Bigl(w-\tfrac{E-p}{2}\Bigr)\ge0.$$

Choose a unit vector $e\perp P$ and set $k=cP+be$. For $P\ne0$ take $c=s/p^2$; then $c^2p^2=s^2/p^2\le w^2$. For $P=0$ the inequalities force $s=0$, and $c=0$ works. In both cases $b=\sqrt{w^2-c^2p^2}$ is real, $\lVert k\rVert=w$ and $\langle P,k\rangle=s$. Hence
$$\lVert P-k\rVert^2=p^2-2s+w^2=(E-w)^2.$$
Since $w\le(E+p)/2\le E$, the root is $E-w$, and $k'=P-k$ completes the decay.

```lean
import Mathlib

open InnerProductGeometry

namespace TwoPhotonDecay

noncomputable section

variable {V : Type*} [NormedAddCommGroup V]

/-- The relativistic energy of a particle of mass `M` and momentum `P`, in units with `c = 1`. -/
def energy (M : ℝ) (P : V) : ℝ := √(M ^ 2 + ‖P‖ ^ 2)

/-- Momentum and energy conservation in the decay of a particle of mass `M` and momentum `P`
into two photons of momenta `k` and `k'`. -/
def IsDecay (M : ℝ) (P k k' : V) : Prop :=
  k + k' = P ∧ ‖k‖ + ‖k'‖ = energy M P

/-- The mass-shell relation `E² = M² + ‖P‖²`. -/
theorem energy_sq (M : ℝ) (P : V) : energy M P ^ 2 = M ^ 2 + ‖P‖ ^ 2 := by
  unfold energy
  exact Real.sq_sqrt (by positivity)

/-- The energy of a particle is at least the magnitude of its momentum. -/
theorem norm_le_energy (M : ℝ) (P : V) : ‖P‖ ≤ energy M P := by
  have h := energy_sq M P
  have h0 : 0 ≤ energy M P := Real.sqrt_nonneg _
  by_contra hlt
  have hlt' := lt_of_not_ge hlt
  nlinarith [sq_nonneg M, norm_nonneg P]

/-- The product of the two endpoint energies is `M² / 4`, whatever the momentum `P`. -/
theorem endpoint_product (M : ℝ) (P : V) :
    (energy M P - ‖P‖) / 2 * ((energy M P + ‖P‖) / 2) = M ^ 2 / 4 := by
  linear_combination (1 / 4) * energy_sq M P

variable [InnerProductSpace ℝ V]

/-- The energy of a decay photon and its momentum component along `P` are tied together by
`‖k‖ E - ⟨P, k⟩ = M² / 2`. -/
theorem energy_direction {M : ℝ} {P k k' : V} (h : IsDecay M P k k') :
    ‖k‖ * energy M P - inner ℝ P k = M ^ 2 / 2 := by
  obtain ⟨h1, h2⟩ := h
  have hk : k' = P - k := by rw [← h1]; abel
  -- expand the squared norm of `k' = P - k`
  have hn : ‖k'‖ ^ 2 = ‖P‖ ^ 2 - 2 * inner ℝ P k + ‖k‖ ^ 2 := by
    rw [hk]; exact norm_sub_sq_real P k
  have h3 : ‖k'‖ = energy M P - ‖k‖ := by linarith
  rw [h3] at hn
  linear_combination (-1 / 2) * hn + (1 / 2) * energy_sq M P

/-- If some unit vector `e` is orthogonal to `P`, every energy `w` between `(E - ‖P‖)/2` and
`(E + ‖P‖)/2` is the energy of a photon in some two-photon decay. -/
theorem exists_decay (M : ℝ) (P e : V) (he : ‖e‖ = 1) (hPe : inner ℝ P e = 0) {w : ℝ}
    (hw : w ∈ Set.Icc ((energy M P - ‖P‖) / 2) ((energy M P + ‖P‖) / 2)) :
    ∃ k k' : V, IsDecay M P k k' ∧ ‖k‖ = w := by
  obtain ⟨hl, hu⟩ := hw
  have hE := energy_sq M P
  have hp := norm_nonneg P
  have hpE := norm_le_energy M P
  have hw0 : 0 ≤ w := by linarith
  -- the required value of ⟨P, k⟩ is compatible with Cauchy-Schwarz
  have h1 : w * energy M P - M ^ 2 / 2 ≤ w * ‖P‖ := by
    nlinarith [mul_nonneg (sub_nonneg.2 hpE) (sub_nonneg.2 hu)]
  have h2 : -(w * ‖P‖) ≤ w * energy M P - M ^ 2 / 2 := by
    nlinarith [mul_nonneg (add_nonneg (hp.trans hpE) hp) (sub_nonneg.2 hl)]
  obtain ⟨c, hc, hcw⟩ : ∃ c : ℝ, c * ‖P‖ ^ 2 = w * energy M P - M ^ 2 / 2 ∧
      c ^ 2 * ‖P‖ ^ 2 ≤ w ^ 2 := by
    rcases hp.eq_or_lt with h0 | hpos
    · rw [← h0] at h1 h2 ⊢
      exact ⟨0, by linarith, by nlinarith [sq_nonneg w]⟩
    · have hp2 : 0 < ‖P‖ ^ 2 := by positivity
      have hc : (w * energy M P - M ^ 2 / 2) / ‖P‖ ^ 2 * ‖P‖ ^ 2
          = w * energy M P - M ^ 2 / 2 := div_mul_cancel₀ _ hp2.ne'
      refine ⟨_, hc, le_of_mul_le_mul_right ?_ hp2⟩
      have hsq := sq_le_sq' h2 h1
      rw [← hc] at hsq
      linarith
  -- the transverse part of the photon momentum supplies the rest of the squared energy `w ^ 2`
  have hb : √(w ^ 2 - c ^ 2 * ‖P‖ ^ 2) ^ 2 = w ^ 2 - c ^ 2 * ‖P‖ ^ 2 :=
    Real.sq_sqrt (by linarith)
  generalize √(w ^ 2 - c ^ 2 * ‖P‖ ^ 2) = b at hb
  have hk2 : ‖c • P + b • e‖ ^ 2 = w ^ 2 := by
    rw [norm_add_sq_real, real_inner_smul_left, real_inner_smul_right, hPe, norm_smul,
      norm_smul, he, mul_pow, mul_pow, Real.norm_eq_abs, Real.norm_eq_abs, sq_abs, sq_abs]
    linear_combination hb
  have hPk : inner ℝ P (c • P + b • e) = w * energy M P - M ^ 2 / 2 := by
    rw [inner_add_right, real_inner_smul_right, real_inner_smul_right, hPe,
      real_inner_self_eq_norm_sq]
    linear_combination hc
  generalize c • P + b • e = k at hk2 hPk
  have hk : ‖k‖ = w := (sq_eq_sq₀ (norm_nonneg _) hw0).1 hk2
  have hk' : ‖P - k‖ = energy M P - w := by
    refine (sq_eq_sq₀ (norm_nonneg _) (by linarith)).1 ?_
    rw [norm_sub_sq_real, hPk, hk2]
    linear_combination -hE
  exact ⟨k, P - k, ⟨by abel, by rw [hk, hk']; ring⟩, hk⟩

/-- Every momentum in three-dimensional space has a unit vector orthogonal to it. -/
theorem exists_transverse (P : EuclideanSpace ℝ (Fin 3)) :
    ∃ e : EuclideanSpace ℝ (Fin 3), ‖e‖ = 1 ∧ inner ℝ P e = 0 := by
  obtain ⟨v, hv, hPv⟩ : ∃ v : EuclideanSpace ℝ (Fin 3), v ≠ 0 ∧ inner ℝ P v = 0 := by
    by_cases h : P 0 = 0
    · refine ⟨!₂[1, 0, 0], fun hv => ?_, ?_⟩
      · have := congrArg (fun u : EuclideanSpace ℝ (Fin 3) => u 0) hv
        simp at this
      · simp [PiLp.inner_apply, Fin.sum_univ_three, h]
    · refine ⟨!₂[-P 1, P 0, 0], fun hv => ?_, ?_⟩
      · have := congrArg (fun u : EuclideanSpace ℝ (Fin 3) => u 1) hv
        simp [h] at this
      · simp [PiLp.inner_apply, Fin.sum_univ_three]
        ring
  refine ⟨‖v‖⁻¹ • v, ?_, ?_⟩
  · rw [norm_smul, norm_inv, norm_norm, inv_mul_cancel₀ (norm_ne_zero_iff.2 hv)]
  · rw [real_inner_smul_right, hPv, mul_zero]

/-- The possible energies of one photon in the two-photon decay of a particle of mass `M` and
momentum `P` form exactly the closed interval from `(E - ‖P‖)/2` to `(E + ‖P‖)/2`. -/
theorem photon_energy_range (M : ℝ) (P : EuclideanSpace ℝ (Fin 3)) :
    {w : ℝ | ∃ k k' : EuclideanSpace ℝ (Fin 3), IsDecay M P k k' ∧ ‖k‖ = w} =
      Set.Icc ((energy M P - ‖P‖) / 2) ((energy M P + ‖P‖) / 2) := by
  ext w
  constructor
  · rintro ⟨k, k', ⟨h1, h2⟩, rfl⟩
    -- both bounds are triangle inequalities
    have ha : ‖k‖ ≤ ‖P‖ + ‖k'‖ := by
      have hk : k = P - k' := by rw [← h1]; abel
      calc ‖k‖ = ‖P - k'‖ := congrArg norm hk
        _ ≤ ‖P‖ + ‖k'‖ := norm_sub_le _ _
    have hb : ‖k'‖ ≤ ‖P‖ + ‖k‖ := by
      have hk : k' = P - k := by rw [← h1]; abel
      calc ‖k'‖ = ‖P - k‖ := congrArg norm hk
        _ ≤ ‖P‖ + ‖k‖ := norm_sub_le _ _
    constructor <;> linarith
  · intro hw
    obtain ⟨e, he, hPe⟩ := exists_transverse P
    exact exists_decay M P e he hPe hw

/-- A decay photon has the energy `(E + ‖P‖)/2` exactly when its momentum `k` satisfies
`‖P‖ k = ((E + ‖P‖)/2) P`. -/
theorem max_energy_iff {M : ℝ} {P k k' : V} (h : IsDecay M P k k') :
    ‖k‖ = (energy M P + ‖P‖) / 2 ↔ ‖P‖ • k = ((energy M P + ‖P‖) / 2) • P := by
  constructor
  · intro hw
    have hd := energy_direction h
    -- equality in Cauchy-Schwarz
    have hi : inner ℝ k P = ‖k‖ * ‖P‖ := by
      rw [real_inner_comm]
      rw [hw] at hd ⊢
      linear_combination -hd + (1 / 2) * energy_sq M P
    rw [← hw]
    exact inner_eq_norm_mul_iff_real.1 hi
  · intro hv
    by_cases hP : P = 0
    · subst hP
      have hk : ‖k'‖ = ‖k‖ := by
        rw [eq_neg_of_add_eq_zero_right h.1, norm_neg]
      rw [norm_zero]
      linarith [h.2]
    · have hW : 0 ≤ (energy M P + ‖P‖) / 2 := by
        linarith [norm_le_energy M P, norm_nonneg P]
      have hn := congrArg norm hv
      rw [norm_smul, norm_smul, norm_norm, Real.norm_of_nonneg hW] at hn
      exact mul_left_cancel₀ (norm_ne_zero_iff.2 hP) (by linear_combination hn)

/-- The diphoton mass formula `M² = 4 ‖k‖ ‖k'‖ sin²(θ/2)`, with `θ` the angle between the
photon momenta. -/
theorem diphoton_mass {M : ℝ} {P k k' : V} (h : IsDecay M P k k') :
    M ^ 2 = 4 * ‖k‖ * ‖k'‖ * Real.sin (angle k k' / 2) ^ 2 := by
  have he := energy_sq M P
  rw [← h.2, ← h.1, norm_add_sq_real] at he
  have hc := cos_angle_mul_norm_mul_norm k k'
  have ht := Real.cos_two_mul (angle k k' / 2)
  rw [show 2 * (angle k k' / 2) = angle k k' by ring] at ht
  have hs := Real.sin_sq_add_cos_sq (angle k k' / 2)
  linear_combination -he + 2 * hc + 2 * ‖k‖ * ‖k'‖ * (-ht - 2 * hs)

/-- The angle `θ` between the two photons obeys `M² ≤ E² sin²(θ/2)`. -/
theorem opening_angle_bound {M : ℝ} {P k k' : V} (h : IsDecay M P k k') :
    M ^ 2 ≤ energy M P ^ 2 * Real.sin (angle k k' / 2) ^ 2 := by
  rw [diphoton_mass h, ← h.2]
  -- the product of the photon energies is largest when they are equal
  exact mul_le_mul_of_nonneg_right (by nlinarith [sq_nonneg (‖k‖ - ‖k'‖)]) (sq_nonneg _)

end

end TwoPhotonDecay
```

```lean
#print axioms TwoPhotonDecay.endpoint_product
#print axioms TwoPhotonDecay.photon_energy_range
#print axioms TwoPhotonDecay.max_energy_iff
#print axioms TwoPhotonDecay.opening_angle_bound
```

```
'TwoPhotonDecay.endpoint_product' depends on axioms: [propext, Classical.choice, Quot.sound]
'TwoPhotonDecay.photon_energy_range' depends on axioms: [propext, Classical.choice, Quot.sound]
'TwoPhotonDecay.max_energy_iff' depends on axioms: [propext, Classical.choice, Quot.sound]
'TwoPhotonDecay.opening_angle_bound' depends on axioms: [propext, Classical.choice, Quot.sound]
```

## What the Lean statement says

`photon_energy_range` is an equality of sets. On the left are the real numbers `w` for which momenta `k` and `k'` exist with `IsDecay M P k k'` and `‖k‖ = w`; on the right is the closed interval `Set.Icc`. Momenta live in `EuclideanSpace ℝ (Fin 3)`, and `energy M P` is $E$. A photon's energy is the norm of its momentum, which is how masslessness enters. `M` may be any real number, since only its square appears; at $M=0$ a photon of zero momentum is admitted.

The model is purely kinematic: it has a sharp mass and no decay rates, polarisations or angular distributions. Within those limits, the interval provides an exact range check for simulated two-photon decays.

An alternative model would use future-directed lightlike four-vectors. Lorentz covariance would then be visible in the definition, at the cost of a Minkowski form and a condition on the sign of the energy. For $M>0$ the interval would be the same; at $M=0$ the decays with a zero-momentum photon would be excluded, since a future-directed lightlike vector is nonzero.

## How the proof follows the calculation

`energy_sq` and `norm_le_energy` supply $E^2=M^2+p^2$ and $p\le E$. In the main theorem, `ha` and `hb` are the triangle inequalities, and `linarith` turns them into the bounds.

The converse is `exists_decay`. Its `h1` and `h2` are the two factorised inequalities, the case split on $p$ chooses `c`, and `hk2` and `hPk` compute $\lVert k\rVert^2$ and $\langle P,k\rangle$. `exists_transverse` finds $e$ by normalising $(1,0,0)$ if the first component of $P$ vanishes, and $(-P_1,P_0,0)$ otherwise.

The remaining theorems describe the same decay:

- `endpoint_product` multiplies the endpoints to get $M^2/4$.
- `energy_direction` derives $\lVert k\rVert E-\langle P,k\rangle=M^2/2$ from conservation.
- `max_energy_iff` combines that relation with equality in Cauchy–Schwarz: for $P\ne0$, a photon of maximal energy is emitted along $P$. The converse starts from the vector equation $\lVert P\rVert k=\tfrac{E+\lVert P\rVert}{2}P$ and takes norms, with $P=0$ handled separately.
- `diphoton_mass` expands $E^2-p^2$ and applies the half-angle identity to get $M^2=4\lVert k\rVert\lVert k'\rVert\sin^2(\theta/2)$, where $\theta$ is the angle between the photons.
- `opening_angle_bound` then uses $4\lVert k\rVert\lVert k'\rVert\le E^2$ to get $M^2\le E^2\sin^2(\theta/2)$.

The same argument would give the same interval for momenta confined to a plane, where a unit vector orthogonal to $P$ still exists.
